# The $n$-magnon expectation in a spin vacuum of weight $\lambda$ is $n!\prod_{k<n}(\lambda-k)$

Take spin operators with $ef-fe=h$ and $hf-fh=-2f$, and a linear vacuum functional $\omega$ with $\omega(1)=1$, $\omega(xe)=0$ and $\omega(xh)=\lambda\,\omega(x)$ for every operator $x$. Then, for every $n$,

$$\omega(e^nf^n)=n!\prod_{k<n}(\lambda-k).$$

Here $f$ creates a magnon by lowering the $z$ component of the spin, and $e$ removes one. Bosons of the same strength, with $ef-fe=\lambda$, would give $n!\,\lambda^n$. So if $\lambda$ is a positive integer, magnons fall short of bosons from $n=2$ on, and nothing is left once $n>\lambda$. I know this from spin multiplets, but I would like to see it derived from the commutators and the vacuum rules alone, with a proof that a machine has checked. Can that be done, including a check that such a vacuum exists for every $\lambda$?

## The commutators and vacuum rules fix the $n$-magnon expectation

Yes. The formula holds in any complex associative algebra with these relations, for every complex $\lambda$, and operators on polynomials supply an example for each $\lambda$. The calculation by hand comes first, then the Lean file and a reading of it.

### Moving one annihilator past the creators

The identity needed is

$$e f^{n+1}=f^{n+1}e+(n+1)f^nh-n(n+1)f^n .$$

For $n=0$ it reads $ef=fe+h$, which is the first commutator. If it holds for $n$, multiply by $f$ on the right:

$$e f^{n+2}=f^{n+1}(ef)+(n+1)f^n(hf)-n(n+1)f^{n+1}.$$

Insert $ef=fe+h$ and $hf=fh-2f$:

$$e f^{n+2}=f^{n+2}e+f^{n+1}h+(n+1)f^{n+1}h-2(n+1)f^{n+1}-n(n+1)f^{n+1}.$$

The coefficient of $f^{n+1}h$ is $n+2$, and that of $f^{n+1}$ is $-(n+1)(n+2)$. This is the identity for $n+1$.

Now let $x$ be any operator and put $W_n=\omega(x\,e^nf^n)$. Writing $e^{n+1}f^{n+1}=e^n(ef^{n+1})$ and using the identity,

$$W_{n+1}=\omega(xe^nf^{n+1}e)+(n+1)\,\omega(xe^nf^nh)-n(n+1)W_n .$$

The first term vanishes and the second equals $(n+1)\lambda W_n$, so

$$W_{n+1}=(n+1)(\lambda-n)\,W_n,\qquad W_0=\omega(x).$$

Hence $W_n=n!\prod_{k<n}(\lambda-k)\,\omega(x)$, and $x=1$ gives the claim.

### Integer weight, and large weight

Let $\lambda=N$ be a natural number. If $n>N$, the product contains the factor with $k=N$, which is zero. If $n\le N$, all factors are positive. So the expectation vanishes exactly when $n>N$.

For $N\ge1$ and $n\ge2$ it also lies strictly below $n!\,N^n$. When $n>N$ it is zero and the bosonic value is positive. When $n\le N$ every factor is at most $N$, and the factor $N-1$ is smaller. For $n=0$ and $n=1$ the two values agree.

For an example with any complex $\lambda$, let the operators act on a polynomial $p(X)$ by

$$fp=Xp,\qquad ep=\lambda p'-Xp'',\qquad hp=\lambda p-2Xp' .$$

Then

$$efp=\lambda p+\lambda Xp'-2Xp'-X^2p'',\qquad fep=\lambda Xp'-X^2p'',$$

and the difference is $hp$. Likewise

$$hfp-fhp=-2X(p+Xp')+2X^2p'=-2Xp=-2fp .$$

Since $e1=0$ and $h1=\lambda$, the functional that sends an operator $T$ to the constant term of $T1$ obeys the vacuum rules.

Finally, for $\lambda\neq0$,

$$\frac{\omega(e^nf^n)}{\lambda^n}=n!\prod_{k<n}\Bigl(1-\frac{k}{\lambda}\Bigr)\longrightarrow n!\qquad(|\lambda|\to\infty),$$

because each of the $n$ factors tends to 1.

### The Lean file

```lean
import Mathlib

open Polynomial Filter Topology

namespace MagnonStatistics

noncomputable section

/-- Operators `e` (removes a magnon), `f` (creates a magnon) and `h` (weight) that obey two of the
spin commutation relations, with a normalised vacuum functional `ω` that is annihilated by `e` and
has weight `l`. -/
structure MagnonVacuum {A : Type*} [Ring A] [Algebra ℂ A]
    (e f h : A) (ω : A →ₗ[ℂ] ℂ) (l : ℂ) : Prop where
  comm_ef : e * f - f * e = h
  comm_hf : h * f - f * h = -((2 : ℂ) • f)
  normalized : ω 1 = 1
  annihilate : ∀ x, ω (x * e) = 0
  weight : ∀ x, ω (x * h) = l * ω x

variable {A : Type*} [Ring A] [Algebra ℂ A] {e f h : A} {ω : A →ₗ[ℂ] ℂ} {l : ℂ}

/-- Normal ordering of one magnon annihilator past `n + 1` magnon creators. -/
theorem normal_order (hef : e * f - f * e = h)
    (hhf : h * f - f * h = -((2 : ℂ) • f)) (n : ℕ) :
    e * f ^ (n + 1) = f ^ (n + 1) * e + ((n : ℂ) + 1) • (f ^ n * h)
      - ((n : ℂ) * (n + 1)) • f ^ n := by
  have h1 : e * f = h + f * e := sub_eq_iff_eq_add.mp hef
  have h2 : h * f = -((2 : ℂ) • f) + f * h := sub_eq_iff_eq_add.mp hhf
  induction n with
  | zero =>
    simp [h1, add_comm]
  | succ n ih =>
    have h3 : f ^ (n + 1) * e * f = f ^ (n + 1) * h + f ^ (n + 1 + 1) * e := by
      rw [mul_assoc, h1, mul_add, ← mul_assoc, ← pow_succ]
    have h4 : f ^ n * h * f = -((2 : ℂ) • f ^ (n + 1)) + f ^ (n + 1) * h := by
      rw [mul_assoc, h2, mul_add, mul_neg, mul_smul_comm, ← mul_assoc, ← pow_succ]
    -- move the last creator through the expression for one creator fewer
    rw [pow_succ f (n + 1), ← mul_assoc, ih, sub_mul, add_mul, smul_mul_assoc,
      smul_mul_assoc, h3, h4, ← pow_succ, ← pow_succ]
    push_cast
    module

/-- Contracting `n` annihilators with `n` creators next to the vacuum leaves a number times the
expectation of the remaining operator `x`. -/
theorem contraction (hv : MagnonVacuum e f h ω l) (n : ℕ) (x : A) :
    ω (x * e ^ n * f ^ n)
      = (n.factorial : ℂ) * (∏ k ∈ Finset.range n, (l - k)) * ω x := by
  induction n with
  | zero => simp
  | succ n ih =>
    have h1 : x * e ^ (n + 1) * f ^ (n + 1)
        = x * e ^ n * f ^ (n + 1) * e + ((n : ℂ) + 1) • (x * e ^ n * f ^ n * h)
          - ((n : ℂ) * (n + 1)) • (x * e ^ n * f ^ n) := by
      calc x * e ^ (n + 1) * f ^ (n + 1)
          = x * e ^ n * (e * f ^ (n + 1)) := by
            rw [pow_succ e n]
            simp only [mul_assoc]
        _ = _ := by
            rw [normal_order hv.comm_ef hv.comm_hf n]
            simp only [mul_sub, mul_add, mul_smul_comm, mul_assoc]
    -- the vacuum removes the first term and evaluates the weight in the second
    rw [h1, map_sub, map_add, map_smul, map_smul, hv.annihilate, hv.weight, ih,
      Finset.prod_range_succ, Nat.factorial_succ]
    simp only [smul_eq_mul]
    push_cast
    ring

/-- The vacuum expectation of `n` magnon annihilators and `n` magnon creators is
`n! l (l - 1) ⋯ (l - n + 1)`. -/
theorem magnon_expectation (hv : MagnonVacuum e f h ω l) (n : ℕ) :
    ω (e ^ n * f ^ n) = (n.factorial : ℂ) * ∏ k ∈ Finset.range n, (l - k) := by
  simpa [hv.normalized] using contraction hv n 1

/-- For a vacuum of natural weight `N` the `n`-magnon expectation is `n!` times the falling
factorial of `N` with `n` factors. -/
theorem magnon_expectation_nat {N : ℕ} (hv : MagnonVacuum e f h ω (N : ℂ)) (n : ℕ) :
    ω (e ^ n * f ^ n) = ((n.factorial * N.descFactorial n : ℕ) : ℂ) := by
  have hp : ∏ k ∈ Finset.range n, ((N : ℂ) - k) = (N.descFactorial n : ℂ) := by
    induction n with
    | zero => simp
    | succ n ih =>
      rw [Finset.prod_range_succ, ih, Nat.descFactorial_succ]
      rcases le_or_gt n N with hn | hn
      · rw [Nat.cast_mul, Nat.cast_sub hn]
        ring
      · rw [Nat.descFactorial_eq_zero_iff_lt.mpr hn]
        simp
  rw [magnon_expectation hv, hp, Nat.cast_mul]

/-- For a vacuum of natural weight `N` the `n`-magnon expectation vanishes exactly when
`n` exceeds `N`. -/
theorem magnon_expectation_eq_zero_iff {N : ℕ} (hv : MagnonVacuum e f h ω (N : ℂ)) (n : ℕ) :
    ω (e ^ n * f ^ n) = 0 ↔ N < n := by
  rw [magnon_expectation_nat hv, Nat.cast_eq_zero, mul_eq_zero,
    Nat.descFactorial_eq_zero_iff_lt]
  simp [Nat.factorial_ne_zero]

/-- For positive natural weight `N` and at least two magnons, the expectation is strictly smaller
in modulus than the bosonic value `n! N ^ n`. -/
theorem magnon_lt_boson {N : ℕ} (hv : MagnonVacuum e f h ω (N : ℂ)) (hN : 1 ≤ N)
    {n : ℕ} (hn : 2 ≤ n) :
    ‖ω (e ^ n * f ^ n)‖ < (n.factorial : ℝ) * (N : ℝ) ^ n := by
  have h1 : N.descFactorial n < N ^ n := Nat.descFactorial_lt_pow (by omega) hn
  have h2 : n.factorial * N.descFactorial n < n.factorial * N ^ n :=
    mul_lt_mul_of_pos_left h1 n.factorial_pos
  rw [magnon_expectation_nat hv, Complex.norm_natCast]
  exact_mod_cast h2

/-- Magnon creation on polynomials: multiplication by `X`. -/
def polyF : Module.End ℂ ℂ[X] := LinearMap.mulLeft ℂ X

/-- Magnon annihilation on polynomials: `l ∂ - X ∂²`. -/
def polyE (l : ℂ) : Module.End ℂ ℂ[X] :=
  l • derivative - LinearMap.mulLeft ℂ X ∘ₗ derivative ∘ₗ derivative

/-- The weight operator on polynomials: `l - 2 X ∂`. -/
def polyH (l : ℂ) : Module.End ℂ ℂ[X] :=
  l • LinearMap.id - (2 : ℂ) • (LinearMap.mulLeft ℂ X ∘ₗ derivative)

/-- The vacuum functional on polynomial operators: the constant term of the operator applied
to `1`. -/
def polyVac : Module.End ℂ ℂ[X] →ₗ[ℂ] ℂ where
  toFun T := (T 1).coeff 0
  map_add' S T := by simp
  map_smul' c T := by simp

/-- The polynomial operators and their vacuum functional satisfy the magnon relations for every
complex weight `l`. -/
theorem magnonVacuum_witness (l : ℂ) :
    MagnonVacuum (polyE l) polyF (polyH l) polyVac l := by
  have hC : (C (2 : ℂ) : ℂ[X]) = 2 := map_ofNat C 2
  constructor
  · apply LinearMap.ext
    intro p
    simp only [polyE, polyF, polyH, LinearMap.sub_apply, Module.End.mul_apply,
      LinearMap.smul_apply, LinearMap.comp_apply, LinearMap.mulLeft_apply, LinearMap.id_apply,
      derivative_mul, derivative_X, derivative_add, one_mul, smul_eq_C_mul, hC]
    ring
  · apply LinearMap.ext
    intro p
    simp only [polyF, polyH, LinearMap.sub_apply, LinearMap.neg_apply, Module.End.mul_apply,
      LinearMap.smul_apply, LinearMap.comp_apply, LinearMap.mulLeft_apply, LinearMap.id_apply,
      derivative_mul, derivative_X, one_mul, smul_eq_C_mul, hC]
    ring
  · simp [polyVac]
  · intro x
    have h1 : polyE l 1 = 0 := by simp [polyE]
    change (x (polyE l 1)).coeff 0 = 0
    rw [h1, map_zero, coeff_zero]
  · intro x
    have h1 : polyH l 1 = l • (1 : ℂ[X]) := by simp [polyH]
    change (x (polyH l 1)).coeff 0 = l * (x 1).coeff 0
    rw [h1, map_smul, coeff_smul, smul_eq_mul]

/-- In the polynomial representation the `n`-magnon expectation divided by `l ^ n` tends to the
bosonic value `n!` as the weight `l` goes to infinity. -/
theorem boson_limit (n : ℕ) :
    Tendsto (fun l : ℂ => polyVac (polyE l ^ n * polyF ^ n) / l ^ n)
      (Bornology.cobounded ℂ) (𝓝 (n.factorial : ℂ)) := by
  have hinv : Tendsto (fun l : ℂ => l⁻¹) (Bornology.cobounded ℂ) (𝓝 0) :=
    Filter.tendsto_inv₀_cobounded
  have hk : ∀ k ∈ Finset.range n, Tendsto (fun l : ℂ => 1 - (k : ℂ) * l⁻¹)
      (Bornology.cobounded ℂ) (𝓝 1) := by
    intro k _
    simpa using (hinv.const_mul (k : ℂ)).const_sub 1
  have key : Tendsto
      (fun l : ℂ => (n.factorial : ℂ) * ∏ k ∈ Finset.range n, (1 - (k : ℂ) * l⁻¹))
      (Bornology.cobounded ℂ) (𝓝 (n.factorial : ℂ)) := by
    simpa using (tendsto_finsetProd _ hk).const_mul (n.factorial : ℂ)
  have hne : ({0} : Set ℂ)ᶜ ∈ Bornology.cobounded ℂ :=
    Bornology.isBounded_def.mp Bornology.isBounded_singleton
  refine key.congr' ?_
  filter_upwards [hne] with l hl
  have hl0 : l ≠ 0 := by simpa using hl
  -- take one factor of the weight out of each term of the product
  have hprod : ∏ k ∈ Finset.range n, (l - (k : ℂ))
      = l ^ n * ∏ k ∈ Finset.range n, (1 - (k : ℂ) * l⁻¹) := by
    calc ∏ k ∈ Finset.range n, (l - (k : ℂ))
        = ∏ k ∈ Finset.range n, (l * (1 - (k : ℂ) * l⁻¹)) := by
          refine Finset.prod_congr rfl fun k _ => ?_
          field_simp
      _ = _ := by rw [Finset.prod_mul_distrib, Finset.prod_const, Finset.card_range]
  rw [magnon_expectation (magnonVacuum_witness l), hprod, mul_left_comm,
    mul_div_cancel_left₀ _ (pow_ne_zero n hl0)]

end

end MagnonStatistics
```

```lean
#print axioms MagnonStatistics.magnon_expectation_eq_zero_iff
-- 'MagnonStatistics.magnon_expectation_eq_zero_iff' depends on axioms: [propext, Classical.choice, Quot.sound]
#print axioms MagnonStatistics.magnon_lt_boson
-- 'MagnonStatistics.magnon_lt_boson' depends on axioms: [propext, Classical.choice, Quot.sound]
#print axioms MagnonStatistics.boson_limit
-- 'MagnonStatistics.boson_limit' depends on axioms: [propext, Classical.choice, Quot.sound]
```

### What `MagnonVacuum` says about the spins

The type `A` is a ring that is also an algebra over `ℂ`; it need not be commutative or finite-dimensional. The functional `ω` has type `A →ₗ[ℂ] ℂ`, and `l` is $\lambda$. The structure `MagnonVacuum e f h ω l` collects the five assumptions: two commutators and three vacuum rules.

In physical terms $e=S^+$, $f=S^-$ and $h=2S^z$, with $\hbar=1$. The functional stands for $\omega(x)=\langle0|x|0\rangle$, where $|0\rangle$ is the fully polarised state. The field `annihilate` then expresses $S^+|0\rangle=0$, and `weight` expresses $2S^z|0\rangle=\lambda|0\rangle$. For a single spin $S$ this means $\lambda=2S$; for the total spin of $M$ spins one-half, it means $\lambda=M$. The relation $he-eh=2e$ is not assumed, because the calculation never uses it.

The theorems read as follows.

- `magnon_expectation` is the formula for all `n` and all complex `l`. The index set `Finset.range n` runs from $0$ to $n-1$, so the product is 1 for $n=0$.
- `magnon_expectation_nat` treats $\lambda=N$ and writes the value as `n.factorial * N.descFactorial n`, where the second factor is $N(N-1)\cdots$ with $n$ factors.
- `magnon_expectation_eq_zero_iff` states that the value is zero if and only if `N < n`.
- `magnon_lt_boson` gives the strict inequality for `1 ≤ N` and `2 ≤ n`. It uses the modulus because the expectation is typed as a complex number.
- `magnonVacuum_witness` shows that the polynomial operators satisfy all five assumptions for every `l`.
- `boson_limit` is the large-weight limit in that representation. The filter `Bornology.cobounded ℂ` means $|\lambda|\to\infty$ in any direction of the complex plane.

The assumptions contain no adjoint and no positivity. The number $\omega(e^nf^n)$ is the squared norm of $f^n|0\rangle$ when $e=f^\dagger$ and $\omega$ comes from a normalised vector, as it does for real spins. In that case a zero value means that $f^n|0\rangle$ is the zero vector. The polynomial example behaves differently: $f^n1=X^n$ is never zero, although its expectation is zero for $n>N$. The model also has a single mode, with no magnon momentum and no Hamiltonian.

### How the proof follows the calculation

`normal_order` is the induction on the number of creators. The facts `h1` and `h2` are the commutators solved for $ef$ and $hf$. The facts `h3` and `h4` apply them inside $f^{n+1}ef$ and $f^nhf$, and the long `rw` splits off the last $f$ and inserts the induction hypothesis.

`contraction` is the recursion for $W_n$. Its `calc` block regroups the product so that $e$ stands directly before $f^{n+1}$, and then applies `normal_order`. Linearity of `ω`, the two vacuum rules and the induction hypothesis turn everything into complex numbers, and `ring` confirms the factor $(n+1)(\lambda-n)$. The operator $x$ stays fixed throughout. The induction would run equally well with $x=1$, but the general form also covers expectations with further operators on the left. `magnon_expectation` sets $x=1$.

For integer weight, the product is matched with the falling factorial by induction. Subtraction of natural numbers in Lean stops at zero, so the step splits into two cases. For $n\le N$ the subtraction is the usual one; for $n>N$ the product accumulated so far is already zero. The criterion for vanishing and the strict inequality then follow from Mathlib's lemmas on `descFactorial`.

The witness is checked by letting both sides of each commutator act on an arbitrary polynomial `p`, expanding with the product rule and finishing with `ring`. In `boson_limit`, `key` is the limit of the finite product, and `hprod` takes one factor $\lambda$ out of each term.

### The `module` tactic at the centre of the induction

The step in `normal_order` ends with `module`. At that point both sides are linear combinations of $f^{n+2}e$, $f^{n+1}h$ and $f^{n+1}$ with complex coefficients. `ring` cannot be used in `A`, since it requires commutative multiplication. `module` treats the three products as opaque vectors and compares their coefficients, which are commuting numbers. One of these comparisons is

$$-2(n+1)-n(n+1)=-(n+1)(n+2).$$

The work is thus divided as it is by hand: the rewriting respects the order of the operators, and `module` collects like terms.

### The same factor in a spin code

A program that builds $S^-$ as a matrix for spin $S=N/2$ usually takes normalised states $|n\rangle$ with $n$ magnons, $0\le n\le N$, and chooses their phases so that no entry is negative. Its nonzero entries are the square roots of the recursion factor:

$$\langle n+1|S^-|n\rangle=\sqrt{(n+1)(N-n)},\qquad 0\le n<N .$$

Linear spin-wave theory replaces them by $\sqrt{(n+1)N}$, and for this single mode the formula shows how much that replacement changes the norms. For spin one, $N=2$, the squared norms of $f^n|0\rangle$ for $n=0,1,2,3$ are $1,2,4,0$, whereas the bosonic values are $1,2,8,48$. The approximation is exact up to one magnon, is off by a factor of two at two magnons, and allows a third that the spin does not have.
